# Diagonal D, Q and G conditions do not ensure representability on odd rings of three or more sites

Pair occupations on a ring of fermion sites are taken here to come from a many-particle state exactly when they are the moments of a probability distribution over occupation patterns. This choice suits the diagonal part of the problem: in the occupation basis, the diagonal of any density operator is such a distribution. The question is whether the usual two-particle inequalities are enough to guarantee one.

```lean
import Mathlib

namespace OddRingDQG

noncomputable section
```

The ring has $L=2m+1$ sites, numbered $0,\dots,2m$. The successor $s(i)$, `succSite i` in Lean, is $i+1$ modulo $L$.

```lean
/-- The next site on a ring of `2m+1` sites; the last site is followed by site `0`. -/
def succSite {m : ℕ} (i : Fin (2 * m + 1)) : Fin (2 * m + 1) :=
  ⟨(i.val + 1) % (2 * m + 1), Nat.mod_lt _ (by omega)⟩
```

A configuration $n$ assigns a Boolean to each site, and `occ n i` turns it into the number $n_i\in\{0,1\}$.

```lean
/-- The occupation number, `0` or `1`, of site `i` in the configuration `n`. -/
def occ {m : ℕ} (n : Fin (2 * m + 1) → Bool) (i : Fin (2 * m + 1)) : ℝ :=
  if n i = true then 1 else 0
```

`Representable p` says that nonnegative weights $w(n)$ with sum 1 give $p_{ij}=\sum_n w(n)\,n_in_j$ for all $i,j$. Particle number may fluctuate. Since $n_i^2=n_i$, the entry $p_{ii}$ is the occupation of site $i$; in a fermionic two-particle density matrix the entry with both indices equal would vanish.

```lean
/-- The pair occupations `p i j` (with `p i i` the occupation of site `i`) are the moments
of a probability distribution `w` over the configurations of the ring. -/
def Representable {m : ℕ} (p : Fin (2 * m + 1) → Fin (2 * m + 1) → ℝ) : Prop :=
  ∃ w : (Fin (2 * m + 1) → Bool) → ℝ, (∀ n, 0 ≤ w n) ∧ ∑ n, w n = 1 ∧
    ∀ i j, p i j = ∑ n, w n * (occ n i * occ n j)
```

`DiagonalDQG p` collects $p_{ij}\ge0$ (D), $p_{ii}-p_{ij}\ge0$ (G) and $1-p_{ii}-p_{jj}+p_{ij}\ge0$ (Q). These are the probabilities of "both filled", "only $i$ filled" and "both empty". It also requires the moment matrix of $1,n_0,\dots,n_{2m}$ to have a nonnegative quadratic form in real numbers $c$ and $x_i$. For symmetric $p$ this is positive semidefiniteness; the definition does not impose symmetry, but the candidate below has it because the cosine is even.

```lean
/-- The diagonal D, G and Q inequalities for every pair of sites, together with nonnegativity of the
real quadratic form of the moment matrix of the constant `1` and the occupations. Symmetry of `p` is
not required. -/
def DiagonalDQG {m : ℕ} (p : Fin (2 * m + 1) → Fin (2 * m + 1) → ℝ) : Prop :=
  (∀ i j, 0 ≤ p i j ∧ 0 ≤ p i i - p i j ∧ 0 ≤ 1 - p i i - p j j + p i j) ∧
  ∀ (c : ℝ) (x : Fin (2 * m + 1) → ℝ),
    0 ≤ c ^ 2 + 2 * c * (∑ i, x i * p i i) + ∑ i, ∑ j, x i * x j * p i j
```

The candidate is $p_{ij}=\tfrac14\left[1+\cos\frac{\pi(L-1)(i-j)}{L}\right]$, with $L-1$ written as `2 * m`.

```lean
/-- The pair occupations `(1 + cos (π (L-1) (i-j) / L)) / 4` on the ring of `L = 2m+1` sites. -/
def pairOcc (m : ℕ) (i j : Fin (2 * m + 1)) : ℝ :=
  (1 + Real.cos (Real.pi * (2 * m) * ((i.val : ℝ) - (j.val : ℝ)) / (2 * m + 1))) / 4
```

## (a) Position of the next site

**Task.** Remove the modulus from the successor:
$$s(i)=0\ \text{ if } i=2m,\qquad s(i)=i+1\ \text{ otherwise.}$$

**Solution.** If $i=2m$, then $i+1=L$ has remainder 0. Otherwise $i+1<L$ is its own remainder. For $m=0$ the only site is its own neighbour.

```lean
/-- The position of the next site: one further, or `0` after the last site. -/
theorem succSite_val {m : ℕ} (i : Fin (2 * m + 1)) :
    (succSite i).val = if i.val = 2 * m then 0 else i.val + 1 := by
  have hi := i.isLt
  change (i.val + 1) % (2 * m + 1) = _
  split_ifs with h
  · rw [h, Nat.mod_self]
  · exact Nat.mod_eq_of_lt (by omega)
```

## (b) Filling of each site

**Task.** Find the one-site occupations: $p_{ii}=\tfrac12$.

**Solution.** At $i=j$ the cosine is 1, so $p_{ii}=(1+1)/4$. The mean particle number is $L/2$, which is not an integer, so a state with these occupations would have to mix particle numbers.

```lean
/-- Every site is half filled. -/
theorem pairOcc_self (m : ℕ) (i : Fin (2 * m + 1)) : pairOcc m i i = 1 / 2 := by
  unfold pairOcc
  rw [sub_self, mul_zero, zero_div, Real.cos_zero]
  norm_num
```

## (c) The two-particle conditions

**Task.** Verify `DiagonalDQG`, in particular
$$c^2+2c\sum_i x_ip_{ii}+\sum_{i,j}x_ix_jp_{ij}\ge0 .$$

**Solution.** D and Q both read $p_{ij}\ge0$, because $1-\tfrac12-\tfrac12=0$; G reads $(1-\cos)/4\ge0$. All three follow from $-1\le\cos\le1$.

For the form, put $\theta_i=2\pi m\,i/L$. The addition formula gives
$$p_{ij}=\tfrac14(1+\cos\theta_i\cos\theta_j+\sin\theta_i\sin\theta_j).$$
With $S=\sum_i x_i$, $C=\sum_i x_i\cos\theta_i$ and $T=\sum_i x_i\sin\theta_i$, the form equals
$$c^2+cS+\tfrac14(S^2+C^2+T^2)=\left(c+\tfrac S2\right)^2+\tfrac{C^2}4+\tfrac{T^2}4 .$$
In Lean, `hp` is the addition formula, `hq` factorises the double sum, and `nlinarith` receives the three squares.

```lean
/-- The cosine pair occupations satisfy all diagonal D, Q and G conditions. -/
theorem pairOcc_dqg (m : ℕ) : DiagonalDQG (pairOcc m) := by
  constructor
  · intro i j
    rw [pairOcc_self, pairOcc_self]
    unfold pairOcc
    have h1 := Real.neg_one_le_cos
      (Real.pi * (2 * m) * ((i.val : ℝ) - (j.val : ℝ)) / (2 * m + 1))
    have h2 := Real.cos_le_one
      (Real.pi * (2 * m) * ((i.val : ℝ) - (j.val : ℝ)) / (2 * m + 1))
    refine ⟨?_, ?_, ?_⟩ <;> linarith
  · intro c x
    let θ : Fin (2 * m + 1) → ℝ := fun i => Real.pi * (2 * m) * (i.val : ℝ) / (2 * m + 1)
    have hp : ∀ i j, pairOcc m i j =
        (1 + (Real.cos (θ i) * Real.cos (θ j) + Real.sin (θ i) * Real.sin (θ j))) / 4 := by
      intro i j
      rw [← Real.cos_sub]
      unfold pairOcc
      congr 3
      simp only [θ]
      ring
    -- the quadratic form is a sum of three squares
    have hq : ∑ i, ∑ j, x i * x j * pairOcc m i j =
        ((∑ i, x i) * (∑ i, x i)
          + (∑ i, x i * Real.cos (θ i)) * (∑ i, x i * Real.cos (θ i))
          + (∑ i, x i * Real.sin (θ i)) * (∑ i, x i * Real.sin (θ i))) / 4 := by
      simp only [Finset.sum_mul_sum, ← Finset.sum_add_distrib, Finset.sum_div]
      refine Finset.sum_congr rfl fun i _ => Finset.sum_congr rfl fun j _ => ?_
      rw [hp]
      ring
    have hl : ∑ i, x i * pairOcc m i i = (∑ i, x i) * (1 / 2) := by
      rw [Finset.sum_mul]
      exact Finset.sum_congr rfl fun i _ => by rw [pairOcc_self]
    rw [hq, hl]
    nlinarith [sq_nonneg (c + (∑ i, x i) / 2), sq_nonneg (∑ i, x i * Real.cos (θ i)),
      sq_nonneg (∑ i, x i * Real.sin (θ i))]
```

## (d) One value for all bonds

**Task.** Show that every bond, including the closing one, has
$$p_{i,s(i)}=\tfrac14\left(1-\cos\tfrac{\pi}{L}\right).$$

**Solution.** On an ordinary bond the phase is $-2\pi m/L=-(\pi-\pi/L)$, whose cosine is $-\cos(\pi/L)$. On the closing bond $i=2m$ and $s(i)=0$, so the phase is
$$\frac{2\pi m(L-1)}{L}=2\pi m-\frac{2\pi m}{L},$$
with the same cosine. `key` is the first identity, and `split_ifs` separates the two kinds of bond.

```lean
/-- All nearest-neighbour pairs have the same occupation `(1 - cos (π / L)) / 4`, `L = 2m+1`. -/
theorem pairOcc_succSite (m : ℕ) (i : Fin (2 * m + 1)) :
    pairOcc m i (succSite i) = (1 - Real.cos (Real.pi / (2 * m + 1))) / 4 := by
  have hL : (2 * (m : ℝ) + 1) ≠ 0 := by positivity
  have key : Real.cos (Real.pi * (2 * m) / (2 * m + 1))
      = -Real.cos (Real.pi / (2 * m + 1)) := by
    rw [← Real.cos_pi_sub]
    congr 1
    rw [eq_sub_iff_add_eq, ← add_div, div_eq_iff hL]
    ring
  unfold pairOcc
  rw [succSite_val, sub_eq_add_neg (1 : ℝ), ← key]
  congr 2
  split_ifs with h
  · -- the bond that closes the ring: the phase differs by a multiple of 2π
    rw [h, ← Real.cos_nat_mul_two_pi_sub (Real.pi * (2 * m) / (2 * m + 1)) m]
    congr 1
    rw [eq_sub_iff_add_eq, ← add_div, div_eq_iff hL]
    push_cast
    ring
  · rw [← Real.cos_neg (Real.pi * (2 * m) / (2 * m + 1))]
    congr 1
    push_cast
    ring
```

## (e) Bound on the bond sum

**Task.** Prove
$$\sum_i p_{i,s(i)}\le\frac{\pi^2}{8L}.$$

**Solution.** From $\cos x\ge1-x^2/2$ at $x=\pi/L$,
$$\frac L4\left(1-\cos\frac\pi L\right)\le\frac L4\cdot\frac{\pi^2}{2L^2}=\frac{\pi^2}{8L}.$$

The Mathlib lemma `Real.one_sub_sq_div_two_le_cos` supplies the cosine bound. It holds for every real $x$, so no range condition has to be checked. Its argument is implicit, and `(x := Real.pi / (2 * m + 1))` fixes it by name. This single use replaces a trigonometric estimate for each $L$ by a rational function of $L$.

```lean
/-- The sum of the nearest-neighbour pair occupations is at most `π² / (8 L)`, `L = 2m+1`. -/
theorem bond_sum_le (m : ℕ) :
    ∑ i, pairOcc m i (succSite i) ≤ Real.pi ^ 2 / (8 * (2 * m + 1)) := by
  have hL : (0 : ℝ) < 2 * m + 1 := by positivity
  have hc := Real.one_sub_sq_div_two_le_cos (x := Real.pi / (2 * m + 1))
  simp only [pairOcc_succSite, Finset.sum_const, Finset.card_univ, Fintype.card_fin,
    nsmul_eq_mul]
  push_cast
  calc (2 * (m : ℝ) + 1) * ((1 - Real.cos (Real.pi / (2 * m + 1))) / 4)
      ≤ (2 * m + 1) * ((Real.pi / (2 * m + 1)) ^ 2 / 8) :=
        mul_le_mul_of_nonneg_left (by linarith) hL.le
    _ = Real.pi ^ 2 / (8 * (2 * m + 1)) := by field_simp
```

## (f) Frustration

**Task.** Show that every configuration has a site with $n_i=n_{s(i)}$.

**Solution.** Suppose all neighbours differ. By induction along the ring, $n_k=n_0$ exactly when $k$ is even; this is `alt`. Since $2m$ is even, $n_{2m}=n_0$. But sites $2m$ and $0$ are neighbours, a contradiction.

```lean
/-- Frustration: on an odd ring every configuration has a site with the same occupation as the next
site (for `m = 0` the only site is its own successor). -/
theorem exists_equal_neighbours {m : ℕ} (n : Fin (2 * m + 1) → Bool) :
    ∃ i, n i = n (succSite i) := by
  by_contra hcon
  push Not at hcon
  have hb : ∀ a b c : Bool, a ≠ b → (b = c ↔ ¬ a = c) := by decide
  -- otherwise the occupation alternates along the ring
  have alt : ∀ k (hk : k < 2 * m + 1), (n ⟨k, hk⟩ = n ⟨0, by omega⟩ ↔ Even k) := by
    intro k
    induction k with
    | zero => intro hk; simp
    | succ k ih =>
      intro hk
      have hs : succSite (⟨k, by omega⟩ : Fin (2 * m + 1)) = ⟨k + 1, hk⟩ :=
        Fin.ext (Nat.mod_eq_of_lt hk)
      have hne := hcon ⟨k, by omega⟩
      rw [hs] at hne
      rw [Nat.even_add_one, ← ih (by omega)]
      exact hb _ _ _ hne
  have hs : succSite (⟨2 * m, by omega⟩ : Fin (2 * m + 1)) = ⟨0, by omega⟩ :=
    Fin.ext (Nat.mod_self _)
  have hne := hcon ⟨2 * m, by omega⟩
  rw [hs] at hne
  exact hne ((alt (2 * m) (by omega)).2 (even_two_mul m))
```

## (g) The odd-ring inequality

**Task.** For any representable $p$, derive
$$\sum_i\left(p_{ii}+p_{s(i)s(i)}-2p_{i,s(i)}\right)\le L-1 .$$

**Solution.** The square $(n_i-n_{s(i)})^2$ is 1 on a bond with unequal occupations and 0 otherwise. By (f) at least one of the $L$ squares vanishes, so their sum is at most $L-1$; this is `walls`. Averaging with $w$ preserves the bound, and $n_i^2=n_i$ turns each averaged square into the bracket above. `Finset.sum_comm` exchanges the sums over bonds and configurations.

```lean
/-- Odd-ring inequality: for representable pair occupations the mean number of neighbouring
pairs with unequal occupation is at most `L - 1 = 2m`. -/
theorem odd_ring_inequality {m : ℕ} {p : Fin (2 * m + 1) → Fin (2 * m + 1) → ℝ}
    (h : Representable p) :
    ∑ i, (p i i + p (succSite i) (succSite i) - 2 * p i (succSite i)) ≤ 2 * m := by
  obtain ⟨w, hw, hw1, hp⟩ := h
  have walls : ∀ n : Fin (2 * m + 1) → Bool,
      ∑ i, (occ n i - occ n (succSite i)) ^ 2 ≤ 2 * (m : ℝ) := by
    intro n
    obtain ⟨k, hk⟩ := exists_equal_neighbours n
    calc ∑ i, (occ n i - occ n (succSite i)) ^ 2
        ≤ ∑ i, ((1 : ℝ) - if i = k then 1 else 0) := by
          refine Finset.sum_le_sum fun i _ => ?_
          by_cases hik : i = k
          · subst hik
            simp [occ, ← hk]
          · rw [if_neg hik]
            unfold occ
            split_ifs <;> norm_num
      _ = 2 * m := by simp [Finset.sum_sub_distrib]
  calc ∑ i, (p i i + p (succSite i) (succSite i) - 2 * p i (succSite i))
      = ∑ i, ∑ n, w n * (occ n i - occ n (succSite i)) ^ 2 := by
        refine Finset.sum_congr rfl fun i _ => ?_
        simp only [hp]
        rw [Finset.mul_sum, ← Finset.sum_add_distrib, ← Finset.sum_sub_distrib]
        exact Finset.sum_congr rfl fun n _ => by ring
    _ = ∑ n, w n * ∑ i, (occ n i - occ n (succSite i)) ^ 2 := by
        rw [Finset.sum_comm]
        exact Finset.sum_congr rfl fun n _ => by rw [Finset.mul_sum]
    _ ≤ ∑ n, w n * (2 * (m : ℝ)) :=
        Finset.sum_le_sum fun n _ => mul_le_mul_of_nonneg_left (walls n) (hw n)
    _ = 2 * m := by rw [← Finset.sum_mul, hw1, one_mul]
```

## (h) The bound at half filling

**Task.** For representable $p$ with all $p_{ii}=\tfrac12$, show
$$\sum_i p_{i,s(i)}\ge\tfrac12 .$$

**Solution.** Writing $B$ for the bond sum, (g) becomes $L-2B\le L-1$, hence $B\ge\tfrac12$.

```lean
/-- For representable pair occupations with every site half filled, the nearest-neighbour
pair occupations of an odd ring sum to at least `1/2`. -/
theorem half_le_bond_sum {m : ℕ} {p : Fin (2 * m + 1) → Fin (2 * m + 1) → ℝ}
    (h : Representable p) (hhalf : ∀ i, p i i = 1 / 2) :
    1 / 2 ≤ ∑ i, p i (succSite i) := by
  have h1 := odd_ring_inequality h
  simp only [hhalf, Finset.sum_sub_distrib, ← Finset.mul_sum, Finset.sum_const,
    Finset.card_univ, Fintype.card_fin, nsmul_eq_mul] at h1
  push_cast at h1
  linarith
```

## (i) Failure of the conditions

**Task.** For $m\ge1$, show that the candidate satisfies `DiagonalDQG`, has
$$\sum_i p_{i,s(i)}<\tfrac12,$$
and is not representable.

**Solution.** Part (c) gives the first claim. Since $\pi^2<10$ and $L\ge3$, (e) bounds the bond sum by $\pi^2/(8L)<10/24<\tfrac12$. If $p$ were representable, (b) and (h) would give at least $\tfrac12$.

In a variational density-matrix calculation restricted to this diagonal, half-filled model, a nearest-neighbour repulsion could therefore be given too low an energy. To reach a full fermionic two-particle density matrix, one would still have to supply the off-diagonal elements and check the complete D, Q and G matrices.

```lean
/-- On every odd ring of `L = 2m+1 ≥ 3` sites the cosine pair occupations satisfy the diagonal
D, Q and G conditions, their nearest-neighbour sum is below `1/2`, and no probability
distribution over configurations has them as moments. -/
theorem dqg_fails_on_odd_rings (m : ℕ) (hm : 1 ≤ m) :
    DiagonalDQG (pairOcc m) ∧ ∑ i, pairOcc m i (succSite i) < 1 / 2 ∧
      ¬ Representable (pairOcc m) := by
  have hm' : (1 : ℝ) ≤ m := by exact_mod_cast hm
  have hpi : Real.pi ^ 2 < 10 := by nlinarith [Real.pi_lt_d2, Real.pi_pos]
  have hlt : ∑ i, pairOcc m i (succSite i) < 1 / 2 := by
    refine lt_of_le_of_lt (bond_sum_le m) ?_
    rw [div_lt_iff₀ (by positivity)]
    linarith
  exact ⟨pairOcc_dqg m, hlt, fun h =>
    not_le_of_gt hlt (half_le_bond_sum h (pairOcc_self m))⟩
```

## (j) A distribution that attains the bound

The comparison table `neelPair` is $\tfrac12$ for sites of equal parity and 0 otherwise. Despite the name, the Néel pattern has one defect on an odd ring.

```lean
/-- Pair occupations equal to `1/2` for sites of equal parity and `0` otherwise. -/
def neelPair (m : ℕ) (i j : Fin (2 * m + 1)) : ℝ :=
  if i.val % 2 = j.val % 2 then 1 / 2 else 0
```

**Task.** Show that this table is representable and half filled, with
$$\sum_i p_{i,s(i)}=\tfrac12 .$$

**Solution.** Give weight $\tfrac12$ each to configuration $A$, with the even sites filled, and $B$, with the odd sites filled. Two sites are filled together in one of them if their parities agree, and in neither otherwise. This reproduces the table, and $i=j$ gives $\tfrac12$. Only the closing bond joins sites of equal parity, so it alone contributes. In Lean, `hsum` evaluates averages over the mixture and `term` isolates the closing bond.

```lean
/-- The bound `1/2` is sharp: the pair occupations `neelPair` are representable, every site is
half filled, and the nearest-neighbour sum equals `1/2`. -/
theorem bond_bound_sharp (m : ℕ) :
    Representable (neelPair m) ∧ (∀ i, neelPair m i i = 1 / 2) ∧
      ∑ i, neelPair m i (succSite i) = 1 / 2 := by
  refine ⟨?_, fun i => by simp [neelPair], ?_⟩
  · -- mix the two alternating configurations with equal weight
    let A : Fin (2 * m + 1) → Bool := fun i => decide (i.val % 2 = 0)
    let B : Fin (2 * m + 1) → Bool := fun i => decide (i.val % 2 = 1)
    have hsum : ∀ g : (Fin (2 * m + 1) → Bool) → ℝ,
        ∑ n, ((if n = A then (1 / 2 : ℝ) else 0) + (if n = B then 1 / 2 else 0)) * g n
          = 1 / 2 * g A + 1 / 2 * g B := by
      intro g
      simp only [add_mul, ite_mul, zero_mul, Finset.sum_add_distrib, Finset.sum_ite_eq',
        Finset.mem_univ, if_true]
    refine ⟨fun n => (if n = A then (1 / 2 : ℝ) else 0) + (if n = B then 1 / 2 else 0),
      ?_, ?_, ?_⟩
    · intro n
      beta_reduce
      split_ifs <;> norm_num
    · have h1 := hsum (fun _ => 1)
      simp only [mul_one] at h1
      rw [h1]
      norm_num
    · intro i j
      rw [hsum (fun n => occ n i * occ n j)]
      rcases Nat.mod_two_eq_zero_or_one i.val with hi | hi <;>
        rcases Nat.mod_two_eq_zero_or_one j.val with hj | hj <;>
        simp [neelPair, occ, A, B, hi, hj]
  · -- only the bond that closes the ring joins sites of equal parity
    have term : ∀ i : Fin (2 * m + 1), neelPair m i (succSite i)
        = if i = Fin.last (2 * m) then 1 / 2 else 0 := by
      intro i
      unfold neelPair
      rw [succSite_val]
      by_cases h : i.val = 2 * m
      · have hi : i = Fin.last (2 * m) := Fin.ext h
        rw [if_pos h, if_pos hi, if_pos (by omega)]
      · have hi : i ≠ Fin.last (2 * m) := fun e => h (by rw [e]; rfl)
        rw [if_neg h, if_neg hi, if_neg (by omega)]
    simp only [term, Finset.sum_ite_eq', Finset.mem_univ, if_true]

end

end OddRingDQG
```

```lean
#print axioms OddRingDQG.dqg_fails_on_odd_rings
-- 'OddRingDQG.dqg_fails_on_odd_rings' depends on axioms: [propext, Classical.choice, Quot.sound]
#print axioms OddRingDQG.bond_bound_sharp
-- 'OddRingDQG.bond_bound_sharp' depends on axioms: [propext, Classical.choice, Quot.sound]
```
